# Additive separability of the coupled-cluster transformed Hamiltonian

## Physical setting

A formal statement about two non-interacting fragments has to decide what "non-interacting" means for operators. It can be put algebraically: all operators are matrices on one common space, and those of fragment A commute with those of fragment B. It can also be put structurally: the supersystem space is the tensor product of two fragment spaces, and each operator acts on one factor only. The file proves the algebraic version first and obtains the tensor-product version from it.

Coupled-cluster theory starts from a Hamiltonian H, a reference state Φ and a cluster operator T, and forms the similarity-transformed Hamiltonian

    S_T(H) = exp(−T) H exp(T).

The energy expression is ⟨Φ|S_T(H)|Φ⟩, and the amplitude equations ask that the residuals ⟨μ|S_T(H)|Φ⟩ vanish for a chosen set of states μ orthogonal to Φ. For non-interacting fragments in a finite basis, a reference that is a product of normalised fragment references, and a cluster operator that is a sum of fragment parts, the results below hold whatever truncation has been applied to those parts. The energy is additive, a residual on a product state excited in one fragment only equals the residual of that fragment, and a residual on a product state excited in both is zero. Together these identities are the algebraic content of size consistency in coupled-cluster theory: amplitudes that solve the fragment equations also solve those of the supersystem on such states, and the energies add.

## Statement

Let H_A, H_B, T_A, T_B be complex square matrices of one size, and write [X, Y] = XY − YX. If

    [T_A, T_B] = [H_A, T_B] = [H_B, T_A] = 0,

then

    S_(T_A+T_B)(H_A + H_B) = S_(T_A)(H_A) + S_(T_B)(H_B).

The commutator [H_A, H_B] is not among the hypotheses, and nothing is required of H and T within one fragment. For a finite family of fragments labelled by i, with [T_i, T_j] = [H_i, T_j] = 0 whenever i ≠ j,

    S_(Σ_i T_i)(Σ_i H_i) = Σ_i S_(T_i)(H_i).

Now let H_A, T_A act on the space of fragment A and H_B, T_B on that of fragment B, possibly of another dimension. Put H = H_A⊗1 + 1⊗H_B and T = T_A⊗1 + 1⊗T_B, and abbreviate H̄ = S_T(H), H̄_A = S_(T_A)(H_A), H̄_B = S_(T_B)(H_B). Then

    H̄ = H̄_A⊗1 + 1⊗H̄_B.

For arbitrary vectors μ_A, Φ_A of fragment A and μ_B, Φ_B of fragment B,

    ⟨μ_A⊗μ_B|H̄|Φ_A⊗Φ_B⟩ = ⟨μ_A|H̄_A|Φ_A⟩⟨μ_B|Φ_B⟩ + ⟨μ_A|Φ_A⟩⟨μ_B|H̄_B|Φ_B⟩.

If ⟨Φ_A|Φ_A⟩ = ⟨Φ_B|Φ_B⟩ = 1 and ⟨μ_A|Φ_A⟩ = ⟨μ_B|Φ_B⟩ = 0, then with Φ = Φ_A⊗Φ_B

    ⟨Φ|H̄|Φ⟩ = ⟨Φ_A|H̄_A|Φ_A⟩ + ⟨Φ_B|H̄_B|Φ_B⟩
    ⟨μ_A⊗Φ_B|H̄|Φ⟩ = ⟨μ_A|H̄_A|Φ_A⟩
    ⟨Φ_A⊗μ_B|H̄|Φ⟩ = ⟨μ_B|H̄_B|Φ_B⟩
    ⟨μ_A⊗μ_B|H̄|Φ⟩ = 0.

## Derivation

First, suppose [H, T] = 0. Then H commutes with every power of T and so with exp(T). Since T commutes with −T, exp(−T) exp(T) = exp(0) = 1, and

    S_T(H) = exp(−T) exp(T) H = H.

Second, suppose [T_A, T_B] = 0. The exponential of the sum then factorises in either order, and we choose

    exp(−(T_A+T_B)) = exp(−T_A) exp(−T_B),    exp(T_A+T_B) = exp(T_B) exp(T_A).

For any matrix X the factors nest around it:

    S_(T_A+T_B)(X) = exp(−T_A) [exp(−T_B) X exp(T_B)] exp(T_A) = S_(T_A)(S_(T_B)(X)).

Third, S_T is additive in its argument, so

    S_(T_A+T_B)(H_A + H_B) = S_(T_A+T_B)(H_A) + S_(T_B+T_A)(H_B) = S_(T_A)(S_(T_B)(H_A)) + S_(T_B)(S_(T_A)(H_B)).

By the first step S_(T_B)(H_A) = H_A and S_(T_A)(H_B) = H_B, which is the two-fragment result. H_A and H_B never stand in one product, so their commutator is never used. For many fragments, the term H_i is treated by writing Σ_j T_j = T_i + R_i with R_i = Σ_(j≠i) T_j. Both T_i and H_i commute with R_i, hence S_(T_i+R_i)(H_i) = S_(T_i)(S_(R_i)(H_i)) = S_(T_i)(H_i).

On the tensor product, (X⊗1)(1⊗Y) = X⊗Y = (1⊗Y)(X⊗1) for any X on A and Y on B, so the three commutators vanish. Because (X⊗1)^k = X^k⊗1 for every power k, the exponential series gives exp(X⊗1) = exp(X)⊗1, and therefore S_(T_A⊗1)(H_A⊗1) = H̄_A⊗1, and likewise for B. The projection formula follows from two rules for product vectors, with u, u′ on A and v, v′ on B:

    (X⊗Y)(u⊗v) = (Xu)⊗(Yv),    ⟨u′⊗v′|u⊗v⟩ = ⟨u′|u⟩⟨v′|v⟩.

The four final equations come from choosing each bra factor as Φ or μ and inserting the overlaps 1 and 0.

### A numerical instance

The numbers below are worked on paper and do not occur in the file. Take each fragment as a two-level system with basis |0⟩, |1⟩, reference |0⟩, Hamiltonian X = |0⟩⟨1| + |1⟩⟨0| and cluster operator tE, where E = |1⟩⟨0| and t is an amplitude. Since E² = 0, exp(±tE) = 1 ± tE, and row by row

    S_(tE)(X) = [[t, 1], [1 − t², −t]].

The energy is t and the residual on |1⟩ is 1 − t². Give A the amplitude −1, with energy −1 and residual 0, and B the amplitude 1/2, with energy 1/2 and residual 3/4. In the order |00⟩, |01⟩, |10⟩, |11⟩, with the label of A first,

    exp(T)|00⟩ = (|0⟩ − |1⟩)⊗(|0⟩ + ½|1⟩) = (1, 1/2, −1, −1/2)
    H exp(T)|00⟩ = (−1/2, 1/2, 1/2, −1/2).

Applying exp(−T) = 1 + E⊗1 − ½·1⊗E − ½·E⊗E gives

    H̄|00⟩ = (−1/2, 1/2 + 1/4, 1/2 − 1/2, −1/2 + 1/2 − 1/4 + 1/4) = (−1/2, 3/4, 0, 0).

The energy is −1 + 1/2, the local residuals are those of the fragments, and the |11⟩ component is zero although B does not satisfy its amplitude equation.

## What the formal version assumes

Operators are finite complex matrices, `Matrix n n ℂ`, with `n` a finite index type, so the exponential series `exp` converges for every T. `simTrans T H` is S_T(H), and `Commute X Y` means XY = YX. `ccProj μ T H Φ` is `star μ ⬝ᵥ simTrans T H *ᵥ Φ`, the sum over basis labels of the conjugated components of μ times those of S_T(H)Φ. `ccEnergy T H Φ` is this projection with μ = Φ and no division by ⟨Φ|Φ⟩, so unit norm of the references enters `cc_size_consistent` as the hypotheses `hA` and `hB`. The vectors μ_A and μ_B need only be orthogonal to the references (`oA`, `oB`) and carry no normalisation; for a one-dimensional fragment this forces μ = 0 and the corresponding residual statements read 0 = 0.

Fragment A has index type `m`, fragment B has `n`, and the supersystem has the pairs `m × n`. `liftA n A` is A⊗1, `liftB m B` is 1⊗B, and `prodState u v` has component u_i v_j at the pair (i, j).

No H is assumed Hermitian and no T is assumed to be an excitation operator or nilpotent. The energy is a complex number, and truncation is covered in the sense that T_A and T_B are arbitrary. The projection and energy theorems assume that the reference is a product Φ_A⊗Φ_B; nothing is shown for a reference that does not factorise. The additive forms of H and T are also assumed: the absence of an interaction term is not derived from spatial separation, and it is not shown that a solution of the supersystem amplitude equations must have the form T_A⊗1 + 1⊗T_B, nor that solutions exist. What `cc_size_consistent` delivers is an identity between energy and residual expressions at given amplitudes, under which vanishing fragment residuals give vanishing supersystem residuals on the three kinds of product state. The tensor product treats the fragments as distinguishable, without fermionic antisymmetry between them; `simTrans_separable` and `simTrans_sum` use no tensor structure and apply to any matrices with the stated commutators. The projection and energy theorems are for two fragments.

In Lean 4 with Mathlib:

```lean
import Mathlib

open Matrix NormedSpace
open scoped Kronecker

namespace CoupledClusterSeparability

noncomputable section

variable {m n : Type} [Fintype m] [DecidableEq m] [Fintype n] [DecidableEq n]

/-- The similarity-transformed Hamiltonian `exp(-T) H exp(T)` for a cluster operator `T`. -/
def simTrans (T H : Matrix n n ℂ) : Matrix n n ℂ := exp (-T) * H * exp T

/-- The projection `⟨μ| exp(-T) H exp(T) |Φ⟩` of the transformed Hamiltonian. -/
def ccProj (μ : n → ℂ) (T H : Matrix n n ℂ) (Φ : n → ℂ) : ℂ :=
  star μ ⬝ᵥ simTrans T H *ᵥ Φ

/-- The coupled-cluster energy expression `⟨Φ| exp(-T) H exp(T) |Φ⟩` for the reference `Φ`. -/
def ccEnergy (T H : Matrix n n ℂ) (Φ : n → ℂ) : ℂ := ccProj Φ T H Φ

/-- An operator commuting with `T` is unchanged by the similarity transformation. -/
theorem simTrans_of_commute {T H : Matrix n n ℂ} (h : Commute H T) : simTrans T H = H := by
  have hinv : exp (-T) * exp T = 1 := by
    rw [← Matrix.exp_add_of_commute _ _ (Commute.refl T).neg_left, neg_add_cancel,
      NormedSpace.exp_zero]
  have hc : H * exp T = exp T * H := h.exp_right.eq
  rw [simTrans, mul_assoc, hc, ← mul_assoc, hinv, one_mul]

/-- For commuting cluster operators, transforming with `TA + TB` is the same as
transforming first with `TB` and then with `TA`. -/
theorem simTrans_add_cluster {TA TB : Matrix n n ℂ} (h : Commute TA TB) (H : Matrix n n ℂ) :
    simTrans (TA + TB) H = simTrans TA (simTrans TB H) := by
  have h1 : exp (-(TA + TB)) = exp (-TA) * exp (-TB) := by
    rw [neg_add, Matrix.exp_add_of_commute _ _ h.neg_left.neg_right]
  have h2 : exp (TA + TB) = exp TB * exp TA := by
    rw [add_comm, Matrix.exp_add_of_commute _ _ h.symm]
  simp only [simTrans, h1, h2, mul_assoc]

/-- If `TA` commutes with `TB`, `HA` with `TB` and `HB` with `TA`, the transformed
Hamiltonian of `HA + HB` under `TA + TB` is the sum of the two fragment ones. -/
theorem simTrans_separable {HA HB TA TB : Matrix n n ℂ} (hT : Commute TA TB)
    (hA : Commute HA TB) (hB : Commute HB TA) :
    simTrans (TA + TB) (HA + HB) = simTrans TA HA + simTrans TB HB := by
  have hlin : simTrans (TA + TB) (HA + HB)
      = simTrans (TA + TB) HA + simTrans (TB + TA) HB := by
    rw [add_comm TB TA]
    simp only [simTrans, mul_add, add_mul]
  -- the cluster operator of the other fragment drops out of each term
  rw [hlin, simTrans_add_cluster hT, simTrans_add_cluster hT.symm,
    simTrans_of_commute hA, simTrans_of_commute hB]

/-- For finitely many fragments whose `T i` and `H i` commute with `T j` for `i ≠ j`, the
transformed total Hamiltonian is the sum of the transformed fragment Hamiltonians. -/
theorem simTrans_sum {ι : Type} [DecidableEq ι] (s : Finset ι) (H T : ι → Matrix n n ℂ)
    (hT : ∀ i ∈ s, ∀ j ∈ s, i ≠ j → Commute (T i) (T j))
    (hH : ∀ i ∈ s, ∀ j ∈ s, i ≠ j → Commute (H i) (T j)) :
    simTrans (∑ i ∈ s, T i) (∑ i ∈ s, H i) = ∑ i ∈ s, simTrans (T i) (H i) := by
  have hlin : ∀ S : Matrix n n ℂ, simTrans S (∑ i ∈ s, H i) = ∑ i ∈ s, simTrans S (H i) := by
    intro S
    simp only [simTrans, Finset.mul_sum, Finset.sum_mul]
  rw [hlin]
  refine Finset.sum_congr rfl fun i hi => ?_
  -- split off fragment `i` from the rest of the cluster operator
  have h1 : Commute (T i) (∑ j ∈ s.erase i, T j) :=
    Commute.sum_right _ _ _ fun j hj =>
      hT i hi j (Finset.mem_of_mem_erase hj) (Finset.ne_of_mem_erase hj).symm
  have h2 : Commute (H i) (∑ j ∈ s.erase i, T j) :=
    Commute.sum_right _ _ _ fun j hj =>
      hH i hi j (Finset.mem_of_mem_erase hj) (Finset.ne_of_mem_erase hj).symm
  rw [← Finset.add_sum_erase s T hi, simTrans_add_cluster h1, simTrans_of_commute h2]

/-- An operator `A` of the first fragment acting on the supersystem, `A ⊗ 1`. -/
def liftA (n : Type) [Fintype n] [DecidableEq n] :
    Matrix m m ℂ →+* Matrix (m × n) (m × n) ℂ where
  toFun A := A ⊗ₖ (1 : Matrix n n ℂ)
  map_one' := one_kronecker_one
  map_mul' A B := by rw [← mul_kronecker_mul, mul_one]
  map_zero' := zero_kronecker _
  map_add' A B := add_kronecker _ _ _

/-- An operator `B` of the second fragment acting on the supersystem, `1 ⊗ B`. -/
def liftB (m : Type) [Fintype m] [DecidableEq m] :
    Matrix n n ℂ →+* Matrix (m × n) (m × n) ℂ where
  toFun B := (1 : Matrix m m ℂ) ⊗ₖ B
  map_one' := one_kronecker_one
  map_mul' A B := by rw [← mul_kronecker_mul, mul_one]
  map_zero' := kronecker_zero _
  map_add' A B := kronecker_add _ _ _

/-- The product state `u ⊗ v` of the supersystem. -/
def prodState (u : m → ℂ) (v : n → ℂ) : m × n → ℂ := fun p => u p.1 * v p.2

/-- The operators `A ⊗ 1` and `1 ⊗ B` commute. -/
theorem commute_lift (A : Matrix m m ℂ) (B : Matrix n n ℂ) :
    Commute (liftA n A) (liftB m B) := by
  show A ⊗ₖ (1 : Matrix n n ℂ) * (1 : Matrix m m ℂ) ⊗ₖ B
    = (1 : Matrix m m ℂ) ⊗ₖ B * A ⊗ₖ (1 : Matrix n n ℂ)
  rw [← mul_kronecker_mul, ← mul_kronecker_mul]
  simp

/-- A continuous map of operators preserving sums, products and the identity carries the
transformed Hamiltonian of `(T, H)` to that of their images. -/
theorem simTrans_map (f : Matrix m m ℂ →+* Matrix n n ℂ) (hf : Continuous f)
    (T H : Matrix m m ℂ) : simTrans (f T) (f H) = f (simTrans T H) := by
  have he : ∀ X : Matrix m m ℂ, f (exp X) = exp (f X) := by
    intro X
    open scoped Matrix.Norms.Operator in exact NormedSpace.map_exp f hf X
  unfold simTrans
  rw [map_mul, map_mul, he, he, map_neg]

/-- For `H = HA ⊗ 1 + 1 ⊗ HB` and `T = TA ⊗ 1 + 1 ⊗ TB`, the transformed Hamiltonian is
`H̄A ⊗ 1 + 1 ⊗ H̄B` with the transformed fragment Hamiltonians `H̄A`, `H̄B`. -/
theorem simTrans_lift (HA TA : Matrix m m ℂ) (HB TB : Matrix n n ℂ) :
    simTrans (liftA n TA + liftB m TB) (liftA n HA + liftB m HB)
      = liftA n (simTrans TA HA) + liftB m (simTrans TB HB) := by
  have cA : Continuous (liftA n : Matrix m m ℂ →+* Matrix (m × n) (m × n) ℂ) := by
    refine continuous_matrix fun i j => ?_
    show Continuous fun A : Matrix m m ℂ => A i.1 j.1 * (1 : Matrix n n ℂ) i.2 j.2
    exact (continuous_id.matrix_elem i.1 j.1).mul continuous_const
  have cB : Continuous (liftB m : Matrix n n ℂ →+* Matrix (m × n) (m × n) ℂ) := by
    refine continuous_matrix fun i j => ?_
    show Continuous fun B : Matrix n n ℂ => (1 : Matrix m m ℂ) i.1 j.1 * B i.2 j.2
    exact continuous_const.mul (continuous_id.matrix_elem i.2 j.2)
  rw [simTrans_separable (commute_lift TA TB) (commute_lift HA TB) (commute_lift TA HB).symm,
    simTrans_map _ cA, simTrans_map _ cB]

/-- Between product states, the supersystem projection is
`⟨μA|H̄A|ΦA⟩⟨μB|ΦB⟩ + ⟨μA|ΦA⟩⟨μB|H̄B|ΦB⟩`. -/
theorem ccProj_prodState (HA TA : Matrix m m ℂ) (HB TB : Matrix n n ℂ)
    (μA ΦA : m → ℂ) (μB ΦB : n → ℂ) :
    ccProj (prodState μA μB) (liftA n TA + liftB m TB) (liftA n HA + liftB m HB)
        (prodState ΦA ΦB)
      = ccProj μA TA HA ΦA * (star μB ⬝ᵥ ΦB) + (star μA ⬝ᵥ ΦA) * ccProj μB TB HB ΦB := by
  -- a product operator acts factor by factor on a product state
  have hv : ∀ (A : Matrix m m ℂ) (B : Matrix n n ℂ),
      (A ⊗ₖ B) *ᵥ prodState ΦA ΦB = prodState (A *ᵥ ΦA) (B *ᵥ ΦB) := by
    intro A B
    ext ⟨i, j⟩
    simp only [mulVec, dotProduct, prodState, kroneckerMap_apply, Fintype.sum_prod_type,
      Finset.sum_mul_sum]
    exact Finset.sum_congr rfl fun _ _ => Finset.sum_congr rfl fun _ _ => by ring
  -- overlaps of product states factorise
  have hd : ∀ (u : m → ℂ) (v : n → ℂ),
      star (prodState μA μB) ⬝ᵥ prodState u v = (star μA ⬝ᵥ u) * (star μB ⬝ᵥ v) := by
    intro u v
    simp only [dotProduct, prodState, Pi.star_apply, star_mul, Fintype.sum_prod_type,
      Finset.sum_mul_sum]
    exact Finset.sum_congr rfl fun _ _ => Finset.sum_congr rfl fun _ _ => by ring
  have eA : ∀ X : Matrix m m ℂ, liftA n X = X ⊗ₖ (1 : Matrix n n ℂ) := fun _ => rfl
  have eB : ∀ X : Matrix n n ℂ, liftB m X = (1 : Matrix m m ℂ) ⊗ₖ X := fun _ => rfl
  unfold ccProj
  rw [simTrans_lift, add_mulVec, dotProduct_add, eA, eB, hv, hv, hd, hd, one_mulVec,
    one_mulVec]

/-- For normalised references and `μA ⟂ ΦA`, `μB ⟂ ΦB`: the energy of the supersystem is the
sum of the fragment energies, the projections on `μA ⊗ ΦB` and `ΦA ⊗ μB` equal the fragment
projections, and the projection on `μA ⊗ μB` vanishes. -/
theorem cc_size_consistent (HA TA : Matrix m m ℂ) (HB TB : Matrix n n ℂ)
    (μA ΦA : m → ℂ) (μB ΦB : n → ℂ)
    (hA : star ΦA ⬝ᵥ ΦA = 1) (hB : star ΦB ⬝ᵥ ΦB = 1)
    (oA : star μA ⬝ᵥ ΦA = 0) (oB : star μB ⬝ᵥ ΦB = 0) :
    let T := liftA n TA + liftB m TB
    let H := liftA n HA + liftB m HB
    let Φ := prodState ΦA ΦB
    ccEnergy T H Φ = ccEnergy TA HA ΦA + ccEnergy TB HB ΦB ∧
      ccProj (prodState μA ΦB) T H Φ = ccProj μA TA HA ΦA ∧
      ccProj (prodState ΦA μB) T H Φ = ccProj μB TB HB ΦB ∧
      ccProj (prodState μA μB) T H Φ = 0 := by
  simp only [ccEnergy, ccProj_prodState, hA, hB, oA, oB, mul_one, one_mul, mul_zero,
    zero_mul, add_zero, zero_add, and_self]

/-- The coupling operator `|0⟩⟨1| + |1⟩⟨0|` of a two-level system. -/
def coupling : Matrix (Fin 2) (Fin 2) ℂ := !![0, 1; 1, 0]

/-- The excitation operator `|1⟩⟨0|` of a two-level system. -/
def excite : Matrix (Fin 2) (Fin 2) ℂ := !![0, 0; 1, 0]

/-- For two two-level systems, each with the coupling as `H` and the excitation as `T`, the
three cross commutators vanish while `H` and `T` of the same fragment do not commute. -/
theorem simTrans_separable_witness :
    Commute (liftA (Fin 2) excite) (liftB (Fin 2) excite) ∧
      Commute (liftA (Fin 2) coupling) (liftB (Fin 2) excite) ∧
      Commute (liftB (Fin 2) coupling) (liftA (Fin 2) excite) ∧
      ¬ Commute (liftA (Fin 2) coupling) (liftA (Fin 2) excite) ∧
      ¬ Commute (liftB (Fin 2) coupling) (liftB (Fin 2) excite) := by
  refine ⟨commute_lift _ _, commute_lift _ _, (commute_lift _ _).symm, fun h => ?_, fun h => ?_⟩
  · have e : liftA (Fin 2) (coupling * excite) (0, 0) (0, 0)
        = liftA (Fin 2) (excite * coupling) (0, 0) (0, 0) := by
      rw [map_mul, map_mul, h.eq]
    change (coupling * excite) 0 0 * (1 : Matrix (Fin 2) (Fin 2) ℂ) 0 0
      = (excite * coupling) 0 0 * (1 : Matrix (Fin 2) (Fin 2) ℂ) 0 0 at e
    simp [coupling, excite, Matrix.mul_apply, Fin.sum_univ_two] at e
  · have e : liftB (Fin 2) (coupling * excite) (0, 0) (0, 0)
        = liftB (Fin 2) (excite * coupling) (0, 0) (0, 0) := by
      rw [map_mul, map_mul, h.eq]
    change (1 : Matrix (Fin 2) (Fin 2) ℂ) 0 0 * (coupling * excite) 0 0
      = (1 : Matrix (Fin 2) (Fin 2) ℂ) 0 0 * (excite * coupling) 0 0 at e
    simp [coupling, excite, Matrix.mul_apply, Fin.sum_univ_two] at e

end

end CoupledClusterSeparability
```

```lean
#print axioms CoupledClusterSeparability.simTrans_separable
-- 'CoupledClusterSeparability.simTrans_separable' depends on axioms: [propext, Classical.choice, Quot.sound]
#print axioms CoupledClusterSeparability.simTrans_sum
-- 'CoupledClusterSeparability.simTrans_sum' depends on axioms: [propext, Classical.choice, Quot.sound]
#print axioms CoupledClusterSeparability.cc_size_consistent
-- 'CoupledClusterSeparability.cc_size_consistent' depends on axioms: [propext, Classical.choice, Quot.sound]
```

## Notes on the proof

`simTrans_of_commute` is the first step. `hinv` is exp(−T) exp(T) = 1, from `Matrix.exp_add_of_commute` read backwards, and `hc` moves H past exp(T) by `h.exp_right`. In `simTrans_add_cluster`, `h1` and `h2` are the two factorisations in opposite orders, after which both sides are the same five-factor product.

In `simTrans_separable`, `hlin` is additivity in H, with the cluster operator of the second term written as `TB + TA` so that the second step places `TA` innermost around `HB`. `simTrans_sum` argues term by term. R_i is the sum over `s.erase i`, `Commute.sum_right` gives its commutation with `T i` and with `H i`, and `Finset.add_sum_erase` splits the total into T_i + R_i.

The embeddings are defined as ring homomorphisms, which records that they preserve sums, products and the identity. `simTrans_map` shows that any continuous map of this kind passes through the transformation: `NormedSpace.map_exp` supplies f(exp X) = exp(f X), the series argument of the derivation, with continuity carrying f through the infinite sum. `simTrans_lift` proves continuity entry by entry (`cA`, `cB`), each entry of the lifted matrix being a fragment entry times a constant, and feeds `commute_lift` three times into `simTrans_separable`.

In `ccProj_prodState`, `hv` and `hd` are the two rules for product vectors, each proved by turning a sum over pairs into a double sum. `cc_size_consistent` substitutes the overlaps into that formula.

`simTrans_separable_witness` takes `coupling` as X and `excite` as E, with amplitude 1 on both fragments. It states that the three cross commutators vanish and that H and T of the same fragment do not commute, so the hypotheses of `simTrans_separable` are met in a case where the first step does not apply within a fragment. Non-commutation is read off the entry at row `(0, 0)` and column `(0, 0)`, where the lifted XE has the value 1 and the lifted EX the value 0.
